# Wall charge and half-width fix the cosine profile of a counterion-only Poisson–Boltzmann slit

To compute the ion profile between two equally charged plates without added salt, one solves

2K tan(Kd) = s

numerically for K, with 0 and π/(2d) as the bracket. Here d > 0 is half the plate separation and s > 0 is the reduced wall charge. The bracket contains exactly one root, and this root gives the potential, the density and its value at the walls. Within mean-field theory for point ions between planar walls, the result is a reference solution for testing a numerical Poisson–Boltzmann solver.

## Potential, density and units

Let x be the distance from the midplane, with walls at x = ±d. The reduced potential is ψ = zeφ/(k_B T), where φ is the electrostatic potential, ze the counterion charge, k_B Boltzmann's constant and T the temperature. It is set to zero at the midplane:

ψ(x) = 2 ln cos(Kx).

```lean
import Mathlib

open Real Set

namespace CounterionSlit

noncomputable section

/-- Reduced electrostatic potential `2 ln cos (K x)` between two charged walls. -/
def slitPotential (K x : ℝ) : ℝ := 2 * Real.log (Real.cos (K * x))
```

The number density n enters as z²e²n/(εk_B T), with ε the permittivity of the solvent. In these units the Boltzmann distribution, which is assumed here, reads 2K² exp(-ψ), and 2K² is the midplane density.

```lean
/-- Reduced counterion density `2 K² exp (-ψ)`, a Boltzmann factor times the midplane density. -/
def ionDensity (K x : ℝ) : ℝ := 2 * K ^ 2 * Real.exp (-slitPotential K x)
```

The remaining conditions on K are gathered in one predicate. `IsSlitParameter d s K` says that K is positive, that it lies below π/(2d), and that the potential has slope -s at x = d. For positive counterions the walls are negative, and s = ze|σ|/(εk_B T), where σ is the surface charge density of each wall and the field behind the walls is zero. Since ψ is even, the slope at x = -d is +s.

```lean
/-- `K` lies in `(0, π/(2d))` and the potential has slope `-s` at the wall `x = d`. -/
def IsSlitParameter (d s K : ℝ) : Prop :=
  0 < K ∧ K < π / (2 * d) ∧ deriv (slitPotential K) d = -s
```

## |Kx| < π/2: the potential is finite

For K ≠ 0, this hypothesis keeps x between the two singularities of ψ nearest to the midplane, where the cosine vanishes and the potential and density diverge. Within this range cos(Kx) > 0, and the chain rule gives

ψ'(x) = 2 · (-K sin(Kx)) / cos(Kx) = -2K tan(Kx).

The proof uses the hypothesis in the same place: `hc` states that the cosine is positive, which allows the logarithm to be differentiated.

```lean
/-- The slope of the potential is `-2 K tan (K x)` wherever `|K x| < π/2`. -/
theorem hasDerivAt_slitPotential {K x : ℝ} (h : |K * x| < π / 2) :
    HasDerivAt (slitPotential K) (-(2 * K * Real.tan (K * x))) x := by
  have hc : 0 < Real.cos (K * x) :=
    Real.cos_pos_of_mem_Ioo ⟨(abs_lt.mp h).1, (abs_lt.mp h).2⟩
  have hlin : HasDerivAt (fun y : ℝ => K * y) K x := by
    simpa using (hasDerivAt_id x).const_mul K
  have h1 := ((hlin.cos).log hc.ne').const_mul 2
  refine h1.congr_deriv ?_
  rw [Real.tan_eq_sin_div_cos]
  ring
```

Positivity also gives exp(-ψ) = 1/cos²(Kx). With 1/cos² = 1 + tan² the density becomes

2K² exp(-ψ) = 2K² + 2K² tan²(Kx) = 2K² + ψ'(x)²/2.

This is the local pressure balance: the ideal pressure of the ions exceeds its midplane value by the electrostatic term ψ'²/2. In the proof, `he` is the exponential identity and `ht` the trigonometric one.

```lean
/-- Wherever `|K x| < π/2`, the counterion density is the midplane density `2 K²` plus half the
squared slope of the potential. -/
theorem ionDensity_eq {K x : ℝ} (h : |K * x| < π / 2) :
    ionDensity K x = 2 * K ^ 2 + (deriv (slitPotential K) x) ^ 2 / 2 := by
  have hc : 0 < Real.cos (K * x) :=
    Real.cos_pos_of_mem_Ioo ⟨(abs_lt.mp h).1, (abs_lt.mp h).2⟩
  have he : Real.exp (-(2 * Real.log (Real.cos (K * x)))) = (Real.cos (K * x) ^ 2)⁻¹ := by
    rw [Real.exp_neg, two_mul, Real.exp_add, Real.exp_log hc, sq]
  -- the identity 1 / cos² = 1 + tan²
  have ht : (Real.cos (K * x) ^ 2)⁻¹ = 1 + Real.tan (K * x) ^ 2 := by
    have hne := hc.ne'
    rw [Real.tan_eq_sin_div_cos, div_pow, inv_eq_one_div,
      div_eq_iff (pow_ne_zero 2 hne), add_mul, div_mul_cancel₀ _ (pow_ne_zero 2 hne)]
    linarith [Real.sin_sq_add_cos_sq (K * x)]
  rw [(hasDerivAt_slitPotential h).deriv]
  unfold ionDensity slitPotential
  rw [he, ht]
  ring
```

The reduced field is -ψ' = 2K tan(Kx). Its derivative is

(2K tan(Kx))' = 2K² / cos²(Kx) = 2K² exp(-ψ),

which is Gauss's law with the ions as the only charge in the solvent.

```lean
/-- Wherever `|K x| < π/2`, the field `2 K tan (K x)` has the counterion density as its derivative
(Gauss's law). -/
theorem hasDerivAt_field {K x : ℝ} (h : |K * x| < π / 2) :
    HasDerivAt (fun y => 2 * K * Real.tan (K * y)) (ionDensity K x) x := by
  have hc : 0 < Real.cos (K * x) :=
    Real.cos_pos_of_mem_Ioo ⟨(abs_lt.mp h).1, (abs_lt.mp h).2⟩
  have hlin : HasDerivAt (fun y : ℝ => K * y) K x := by
    simpa using (hasDerivAt_id x).const_mul K
  have h1 := ((Real.hasDerivAt_tan hc.ne').comp x hlin).const_mul (2 * K)
  refine h1.congr_deriv ?_
  have he : Real.exp (-(2 * Real.log (Real.cos (K * x)))) = (Real.cos (K * x) ^ 2)⁻¹ := by
    rw [Real.exp_neg, two_mul, Real.exp_add, Real.exp_log hc, sq]
  unfold ionDensity slitPotential
  rw [he]
  ring
```

Changing the sign gives the Poisson–Boltzmann equation,

ψ'' = -2K² exp(-ψ).

Lean states it as a derivative of `deriv (slitPotential K)`. To differentiate the slope at x, its formula must hold on a neighbourhood of x and not only at that point. The strict inequality supplies this, because it defines an open set.

```lean
/-- The potential solves the Poisson-Boltzmann equation `ψ'' = -2 K² exp (-ψ)`
wherever `|K x| < π/2`. -/
theorem poisson_boltzmann {K x : ℝ} (h : |K * x| < π / 2) :
    HasDerivAt (deriv (slitPotential K)) (-(2 * K ^ 2 * Real.exp (-slitPotential K x))) x := by
  have hcont : Continuous fun y : ℝ => |K * y| := (continuous_const.mul continuous_id).abs
  have hopen := (isOpen_lt hcont continuous_const).mem_nhds h
  refine (hasDerivAt_field h).fun_neg.congr_of_eventuallyEq ?_
  -- the formula for the slope holds in a whole neighbourhood of x
  filter_upwards [hopen] with y hy
  exact (hasDerivAt_slitPotential hy).deriv
```

At |Kx| = π/2 itself the profile breaks down, since the density has no finite value there.

## 0 < K < π/(2d): no singularity between the plates

The upper bound places the first zero of the cosine beyond the wall. For |x| ≤ d,

|Kx| = K|x| ≤ Kd < π/2,

so the preceding formulas hold throughout the closed slit, walls included. The next lemma is this chain of inequalities, and every later theorem uses it.

```lean
/-- For an admissible `K`, every point of the closed slit satisfies `|K x| < π/2`. -/
theorem IsSlitParameter.abs_lt {d s K x : ℝ} (hd : 0 < d) (hK : IsSlitParameter d s K)
    (hx : x ∈ Icc (-d) d) : |K * x| < π / 2 := by
  have h2 := hK.2.1
  rw [lt_div_iff₀ (by positivity)] at h2
  have h3 : K * |x| ≤ K * d :=
    mul_le_mul_of_nonneg_left (abs_le.mpr ⟨hx.1, hx.2⟩) hK.1.le
  rw [abs_mul, abs_of_pos hK.1]
  linarith
```

Without the upper bound, the wall equation has further roots on the later branches of the tangent, and their potentials diverge inside the slit. Without the lower bound, -K would accompany every root K, because the cosine is even. Either change destroys uniqueness.

At the walls, the differential equation is stated with a two-sided derivative. This uses the smooth continuation of the formula slightly past x = ±d and says nothing about the material of the plates.

## ψ'(d) = -s: the wall charge selects K

This condition is Gauss's law at the charged surface. Inserting the slope formula at x = d turns it into the equation that is solved in practice:

-2K tan(Kd) = -s, hence 2K tan(Kd) = s.

```lean
/-- For an admissible `K`, the wall condition reads `2 K tan (K d) = s`. -/
theorem IsSlitParameter.wall {d s K : ℝ} (hd : 0 < d) (hK : IsSlitParameter d s K) :
    2 * K * Real.tan (K * d) = s := by
  have h := (hasDerivAt_slitPotential (hK.abs_lt hd ⟨by linarith, le_refl d⟩)).deriv
  linarith [hK.2.2]
```

Without this condition, every K in the allowed interval solves the differential equation, each for a different wall charge. With it, the local balance at x = d becomes the contact relation

2K² exp(-ψ(d)) = 2K² + s²/2.

The contact density thus exceeds the midplane density by s²/2. This is an identity of the mean-field profile; it makes no statement about ions with correlations or finite size.

## d > 0 and s > 0: a root exists

Positive d means that the plates enclose a layer of solvent, and positive s means that they carry charge opposite to that of the counterions. For existence, let t = tan(Kd), so that K = arctan(t)/d. The wall equation becomes g(t) = s, with

g(t) = 2t arctan(t)/d.

This function is continuous and g(0) = 0. At t = 1 + sd the arctangent is at least arctan(1) = π/4 > 1/2, so

g(1 + sd) ≥ (1 + sd)/d = s + 1/d > s.

By the intermediate value theorem, some t in [0, 1 + sd] satisfies g(t) = s. Since s > 0, t is not zero, so 0 < arctan(t) < π/2 and K lies in the required interval.

For uniqueness, suppose that K < L both satisfy the conditions. The tangent is positive and strictly increasing on the relevant range, hence

L tan(Ld) - K tan(Kd) = (L - K) tan(Kd) + L (tan(Ld) - tan(Kd)) > 0.

The wall equation therefore cannot hold for both K and L with the same s.

The theorem `counterion_slit` states that exactly one K is admissible, and that for an admissible K the differential equation holds at every point of the closed slit and the contact relation holds at the wall. Uniqueness refers to K within this cosine family, not to all conceivable solutions of the boundary-value problem.

In the proof, `hat` and `htop` give the upper end of the intermediate-value argument, and `ht0` excludes t = 0. The step `key` rules out K < L; its final `nlinarith` call receives the two positive products displayed above. The last bullet evaluates the local balance at the wall.

```lean
/-- For every half-width `d > 0` and wall slope `s > 0` exactly one `K` in `(0, π/(2d))` meets
the wall condition; the potential then solves the Poisson-Boltzmann equation in the whole slit
and the density at the wall is `2 K² + s²/2`. -/
theorem counterion_slit {d s : ℝ} (hd : 0 < d) (hs : 0 < s) :
    (∃! K, IsSlitParameter d s K) ∧
    ∀ K, IsSlitParameter d s K →
      (∀ x ∈ Icc (-d) d, HasDerivAt (deriv (slitPotential K))
        (-(2 * K ^ 2 * Real.exp (-slitPotential K x))) x) ∧
      2 * K ^ 2 * Real.exp (-slitPotential K d) = 2 * K ^ 2 + s ^ 2 / 2 := by
  refine ⟨existsUnique_of_exists_of_unique ?_ ?_, fun K hK => ⟨fun x hx =>
    poisson_boltzmann (hK.abs_lt hd hx), ?_⟩⟩
  · -- existence: intermediate values in t = tan (K d)
    have hcont : Continuous fun t : ℝ => 2 * (Real.arctan t / d) * t :=
      (continuous_const.mul (Real.continuous_arctan.div_const d)).mul continuous_id
    have hsd : 0 < s * d := mul_pos hs hd
    have hat : 1 / 2 ≤ Real.arctan (1 + s * d) := by
      have h1 := Real.arctan_strictMono.monotone (show (1 : ℝ) ≤ 1 + s * d by linarith)
      rw [Real.arctan_one] at h1
      linarith [Real.pi_gt_three]
    have htop : s ≤ 2 * (Real.arctan (1 + s * d) / d) * (1 + s * d) := by
      have h2 : 2 * (Real.arctan (1 + s * d) / d) * (1 + s * d)
          = 2 * Real.arctan (1 + s * d) * (1 + s * d) / d := by ring
      rw [h2, le_div_iff₀ hd]
      nlinarith
    obtain ⟨t, ht, hts⟩ := intermediate_value_Icc (show (0 : ℝ) ≤ 1 + s * d by linarith)
      hcont.continuousOn (show s ∈ Icc _ _ from ⟨by simpa using hs.le, htop⟩)
    have hts' : 2 * (Real.arctan t / d) * t = s := hts
    have ht0 : 0 < t := by
      rcases ht.1.lt_or_eq with h | h
      · exact h
      · rw [← h, mul_zero] at hts'
        linarith
    have ha : 0 < Real.arctan t := by
      have h := Real.arctan_strictMono ht0
      rwa [Real.arctan_zero] at h
    have hKd : Real.arctan t / d * d = Real.arctan t := div_mul_cancel₀ _ hd.ne'
    have hlt := Real.arctan_lt_pi_div_two t
    refine ⟨Real.arctan t / d, div_pos ha hd, ?_, ?_⟩
    · rw [lt_div_iff₀ (by positivity)]
      linarith
    · have habs : |Real.arctan t / d * d| < π / 2 := by rwa [hKd, abs_of_pos ha]
      rw [(hasDerivAt_slitPotential habs).deriv, hKd, Real.tan_arctan, hts']
  · -- uniqueness: K tan (K d) increases strictly with K
    have key : ∀ K L, IsSlitParameter d s K → IsSlitParameter d s L → ¬ K < L := by
      intro K L hK hL hlt
      have bK := _root_.abs_lt.mp (hK.abs_lt hd ⟨by linarith, le_refl d⟩)
      have bL := _root_.abs_lt.mp (hL.abs_lt hd ⟨by linarith, le_refl d⟩)
      have htan := Real.tan_lt_tan_of_lt_of_lt_pi_div_two bK.1 bL.2
        (mul_lt_mul_of_pos_right hlt hd)
      have hpos := Real.tan_pos_of_pos_of_lt_pi_div_two (mul_pos hK.1 hd) bK.2
      nlinarith [hK.wall hd, hL.wall hd, mul_pos (sub_pos.mpr hlt) hpos,
        mul_pos hL.1 (sub_pos.mpr htan)]
    intro K L hK hL
    exact le_antisymm (not_lt.mp (key L K hL hK)) (not_lt.mp (key K L hK hL))
  · have h := ionDensity_eq (hK.abs_lt hd ⟨by linarith, le_refl d⟩)
    rw [hK.2.2, neg_sq] at h
    exact h
```

If s were zero or negative, no K would qualify, because 2K tan(Kd) is positive on the whole interval. If d were zero, the walls would meet at the midplane, where the slope of this even potential vanishes and cannot match a nonzero charge.

## Charge balance and the midplane density

The two remaining theorems assume d > 0 and an admissible K. They need no separate assumption on s, since its sign already follows from the wall equation.

The density is the derivative of the field, so its integral is a difference of wall values:

∫ from -d to d of 2K² exp(-ψ) dx = 2K tan(Kd) - 2K tan(-Kd) = 4K tan(Kd) = 2s.

The ions therefore neutralise both walls. The proof applies the fundamental theorem of calculus to `hasDerivAt_field`, after checking that the density is continuous on the slit.

```lean
/-- Electroneutrality: for an admissible `K`, the counterion density integrated across the slit
equals `2 s`. -/
theorem electroneutrality {d s K : ℝ} (hd : 0 < d) (hK : IsSlitParameter d s K) :
    ∫ x in (-d)..d, ionDensity K x = 2 * s := by
  have hI : uIcc (-d) d = Icc (-d) d := uIcc_of_le (by linarith)
  have hcont : ContinuousOn (ionDensity K) (uIcc (-d) d) := by
    intro x hx
    rw [hI] at hx
    have h := (hasDerivAt_slitPotential (hK.abs_lt hd hx)).continuousAt
    exact (continuousAt_const.mul
      (Real.continuous_exp.continuousAt.comp h.neg)).continuousWithinAt
  rw [intervalIntegral.integral_eq_sub_of_hasDerivAt
    (fun x hx => hasDerivAt_field (hK.abs_lt hd (hI ▸ hx))) hcont.intervalIntegrable]
  rw [mul_neg K d, Real.tan_neg]
  linarith [hK.wall hd]
```

The mean density is 2s/(2d) = s/d. Since tan(u) > u for 0 < u < π/2, setting u = Kd gives

s = 2K tan(Kd) > 2K²d, hence 2K² < s/d.

The midplane density lies strictly below the mean. In the proof, `Real.lt_tan` supplies the tangent inequality. The result also bounds the root from above by √(s/(2d)), which can tighten the numerical bracket.

```lean
/-- For an admissible `K`, the counterion density at the midplane is strictly smaller than `s / d`.
-/
theorem midplane_density_lt {d s K : ℝ} (hd : 0 < d) (hK : IsSlitParameter d s K) :
    ionDensity K 0 < s / d := by
  have h0 : ionDensity K 0 = 2 * K ^ 2 := by simp [ionDensity, slitPotential]
  have b := _root_.abs_lt.mp (hK.abs_lt hd ⟨by linarith, le_refl d⟩)
  have ht := Real.lt_tan (mul_pos hK.1 hd) b.2
  rw [h0, lt_div_iff₀ hd]
  nlinarith [hK.wall hd, mul_pos hK.1 (sub_pos.mpr ht)]

end

end CounterionSlit
```

```lean
#print axioms CounterionSlit.counterion_slit
#print axioms CounterionSlit.electroneutrality
#print axioms CounterionSlit.midplane_density_lt
```

```
'CounterionSlit.counterion_slit' depends on axioms: [propext, Classical.choice, Quot.sound]
'CounterionSlit.electroneutrality' depends on axioms: [propext, Classical.choice, Quot.sound]
'CounterionSlit.midplane_density_lt' depends on axioms: [propext, Classical.choice, Quot.sound]
```
